# The quantum geometric tensor of a unit state is positive semidefinite, with symmetric real and antisymmetric imaginary part

Let $u$ be a vector and $d_a$, $a\in\iota$, a family of vectors in a complex inner-product space $E$, with $\langle x,y\rangle$ antilinear in $x$ as in bra–ket notation. Write $Q_{ab}=\langle d_a,d_b\rangle-\langle d_a,u\rangle\langle u,d_b\rangle$, $g_{ab}=\operatorname{Re}Q_{ab}$ and $F_{ab}=-2\operatorname{Im}Q_{ab}$. When $u$ is a state that depends smoothly on real parameters $\lambda_a$ and is normalised for all their values, and $d_a=\partial u/\partial\lambda_a$, these are its quantum geometric tensor, quantum metric and Berry curvature.

In Lean 4 with Mathlib:

```lean
import Mathlib

open Matrix ComplexConjugate
open scoped InnerProductSpace ComplexOrder

namespace QuantumGeometricTensor

noncomputable section

variable {E : Type*} [NormedAddCommGroup E] [InnerProductSpace ℂ E] {ι : Type*}

/-- The vector `x - ⟨u,x⟩ u`: for a unit state `u`, the part of `x` orthogonal to `u`. -/
def perp (u x : E) : E := x - ⟪u, x⟫_ℂ • u

/-- The quantum geometric tensor `Q_ab = ⟨d_a,d_b⟩ - ⟨d_a,u⟩⟨u,d_b⟩` of a state `u` with
tangent vectors `d_a`. -/
def qgt (u : E) (d : ι → E) : Matrix ι ι ℂ :=
  Matrix.of fun a b => ⟪d a, d b⟫_ℂ - ⟪d a, u⟫_ℂ * ⟪u, d b⟫_ℂ

/-- The quantum metric `g_ab = Re Q_ab`. -/
def metric (u : E) (d : ι → E) : Matrix ι ι ℝ :=
  Matrix.of fun a b => (qgt u d a b).re

/-- The Berry curvature `F_ab = -2 Im Q_ab`. -/
def curvature (u : E) (d : ι → E) : Matrix ι ι ℝ :=
  Matrix.of fun a b => -2 * (qgt u d a b).im

/-- For a unit state, `Q` is the Gram matrix of the tangent vectors projected
orthogonally to `u`. -/
theorem qgt_eq_inner_perp {u : E} (hu : ‖u‖ = 1) (d : ι → E) (a b : ι) :
    qgt u d a b = ⟪perp u (d a), perp u (d b)⟫_ℂ := by
  have huu : ⟪u, u⟫_ℂ = 1 := by
    rw [inner_self_eq_norm_sq_to_K, hu]; simp
  simp only [qgt, perp, of_apply, inner_sub_left, inner_sub_right, inner_smul_left,
    inner_smul_right, huu, inner_conj_symm]
  ring

/-- The tensor `Q` is Hermitian, for any vector `u`. -/
theorem qgt_isHermitian (u : E) (d : ι → E) : (qgt u d).IsHermitian := by
  refine Matrix.IsHermitian.ext fun a b => ?_
  show conj (qgt u d b a) = _
  simp only [qgt, of_apply, map_sub, map_mul, inner_conj_symm]
  ring

/-- The metric is symmetric and the curvature is antisymmetric, for any vector `u`. -/
theorem metric_symm_curvature_antisymm (u : E) (d : ι → E) (a b : ι) :
    metric u d b a = metric u d a b ∧ curvature u d b a = -curvature u d a b := by
  have h : conj (qgt u d b a) = qgt u d a b := (qgt_isHermitian u d).apply a b
  have hre := congrArg Complex.re h
  have him := congrArg Complex.im h
  rw [Complex.conj_re] at hre
  rw [Complex.conj_im] at him
  simp only [metric, curvature, of_apply]
  constructor <;> linarith

/-- For a unit state, `v† Q v` is the squared norm of the part of `∑ v_a d_a`
orthogonal to `u`. -/
theorem qgt_form [Fintype ι] {u : E} (hu : ‖u‖ = 1) (d : ι → E) (v : ι → ℂ) :
    star v ⬝ᵥ qgt u d *ᵥ v = ((‖perp u (∑ a, v a • d a)‖ ^ 2 : ℝ) : ℂ) := by
  -- the projection is linear
  have hlin : perp u (∑ a, v a • d a) = ∑ a, v a • perp u (d a) := by
    simp only [perp, smul_sub, Finset.sum_sub_distrib, inner_sum, inner_smul_right,
      Finset.sum_smul, smul_smul]
  -- the form of a Gram matrix is an inner product
  have key : star v ⬝ᵥ qgt u d *ᵥ v
      = ⟪∑ a, v a • perp u (d a), ∑ b, v b • perp u (d b)⟫_ℂ := by
    simp only [Matrix.mulVec, dotProduct, Finset.mul_sum, sum_inner]
    refine Finset.sum_congr rfl fun a _ => ?_
    rw [inner_sum]
    refine Finset.sum_congr rfl fun b _ => ?_
    rw [inner_smul_left, inner_smul_right, qgt_eq_inner_perp hu]
    simp only [Pi.star_apply, starRingEnd_apply]
    ring
  rw [key, ← hlin, inner_self_eq_norm_sq_to_K, Complex.ofReal_pow]
  rfl

/-- For a unit state, `Q` is Hermitian positive semidefinite, the metric `g` is symmetric
positive semidefinite, the curvature `F` is antisymmetric, and `Q = g - (i/2) F`. -/
theorem quantum_geometric_tensor [Fintype ι] {u : E} (hu : ‖u‖ = 1) (d : ι → E) :
    (qgt u d).PosSemidef ∧ ((metric u d)ᵀ = metric u d ∧ (metric u d).PosSemidef) ∧
      (curvature u d)ᵀ = -curvature u d ∧
      ∀ a b, qgt u d a b = (metric u d a b : ℂ) - Complex.I / 2 * (curvature u d a b : ℂ) := by
  have hs := metric_symm_curvature_antisymm u d
  refine ⟨?_, ⟨?_, ?_⟩, ?_, ?_⟩
  · refine Matrix.posSemidef_iff_dotProduct_mulVec.2 ⟨qgt_isHermitian u d, ?_⟩
    intro v
    rw [qgt_form hu]
    exact Complex.zero_le_real.2 (sq_nonneg _)
  · ext a b
    exact (hs a b).1
  · refine Matrix.posSemidef_iff_dotProduct_mulVec.2
      ⟨Matrix.IsHermitian.ext fun a b => (hs a b).1, ?_⟩
    intro x
    -- on real vectors the form of `g` is the real part of the form of `Q`
    have h : star x ⬝ᵥ metric u d *ᵥ x
        = (star (fun a => (x a : ℂ)) ⬝ᵥ qgt u d *ᵥ (fun a => (x a : ℂ))).re := by
      simp [dotProduct, Matrix.mulVec, metric, Complex.re_sum, Finset.mul_sum]
    rw [h, qgt_form hu d (fun a => (x a : ℂ)), Complex.ofReal_re]
    exact sq_nonneg _
  · ext a b
    exact (hs a b).2
  · intro a b
    have h := Complex.re_add_im (qgt u d a b)
    simp only [metric, curvature, of_apply]
    push_cast
    linear_combination -h

/-- For a unit state, `v† Q v` vanishes exactly when `∑ v_a d_a` is a multiple of `u`. -/
theorem qgt_form_eq_zero_iff [Fintype ι] {u : E} (hu : ‖u‖ = 1) (d : ι → E) (v : ι → ℂ) :
    star v ⬝ᵥ qgt u d *ᵥ v = 0 ↔ ∃ c : ℂ, ∑ a, v a • d a = c • u := by
  have huu : ⟪u, u⟫_ℂ = 1 := by
    rw [inner_self_eq_norm_sq_to_K, hu]; simp
  rw [qgt_form hu, Complex.ofReal_eq_zero, pow_eq_zero_iff two_ne_zero, norm_eq_zero, perp,
    sub_eq_zero]
  constructor
  · intro h
    exact ⟨_, h⟩
  · rintro ⟨c, h⟩
    rw [h, inner_smul_right, huu, mul_one]

/-- For a unit state the metric bounds the curvature:
`g_ab² + F_ab²/4 ≤ g_aa g_bb` and `|F_ab| ≤ g_aa + g_bb`. -/
theorem curvature_le_metric {u : E} (hu : ‖u‖ = 1) (d : ι → E) (a b : ι) :
    metric u d a b ^ 2 + curvature u d a b ^ 2 / 4 ≤ metric u d a a * metric u d b b ∧
      |curvature u d a b| ≤ metric u d a a + metric u d b b := by
  have hdiag : ∀ c, metric u d c c = ‖perp u (d c)‖ ^ 2 := by
    intro c
    simp only [metric, of_apply]
    rw [qgt_eq_inner_perp hu]
    exact inner_self_eq_norm_sq (𝕜 := ℂ) _
  -- Cauchy-Schwarz for the projected tangent vectors
  have hcs : ‖qgt u d a b‖ ≤ ‖perp u (d a)‖ * ‖perp u (d b)‖ := by
    rw [qgt_eq_inner_perp hu]
    exact norm_inner_le_norm _ _
  have hsq := pow_le_pow_left₀ (norm_nonneg _) hcs 2
  have hn : ‖qgt u d a b‖ ^ 2 = metric u d a b ^ 2 + curvature u d a b ^ 2 / 4 := by
    rw [Complex.sq_norm, Complex.normSq_apply]
    simp only [metric, curvature, of_apply]
    ring
  have h1 : metric u d a b ^ 2 + curvature u d a b ^ 2 / 4
      ≤ metric u d a a * metric u d b b := by
    rw [← hn, hdiag a, hdiag b, ← mul_pow]
    exact hsq
  refine ⟨h1, ?_⟩
  have hpos : 0 ≤ metric u d a a + metric u d b b := by
    rw [hdiag a, hdiag b]; positivity
  have h2 : curvature u d a b ^ 2 ≤ (metric u d a a + metric u d b b) ^ 2 := by
    nlinarith [sq_nonneg (metric u d a a - metric u d b b), sq_nonneg (metric u d a b)]
  have h3 := sq_le_sq.1 h2
  rwa [abs_of_nonneg hpos] at h3

/-- Gauge invariance: for a unit state, `Q` is unchanged under `u → c u`,
`d_a → c (d_a + α_a u)` with a phase `|c| = 1` and arbitrary complex `α_a`. -/
theorem qgt_gauge {u : E} (hu : ‖u‖ = 1) (d : ι → E) {c : ℂ} (hc : ‖c‖ = 1) (α : ι → ℂ) :
    qgt (c • u) (fun a => c • (d a + α a • u)) = qgt u d := by
  have huu : ⟪u, u⟫_ℂ = 1 := by
    rw [inner_self_eq_norm_sq_to_K, hu]; simp
  have hc' : conj c * c = 1 := by
    rw [mul_comm, Complex.mul_conj, Complex.normSq_eq_norm_sq, hc]; simp
  -- the common phase drops out of every inner product
  have h1 : ∀ x y : E, ⟪c • x, c • y⟫_ℂ = ⟪x, y⟫_ℂ := by
    intro x y
    rw [inner_smul_left, inner_smul_right, ← mul_assoc, hc', one_mul]
  ext a b
  simp only [qgt, of_apply, h1]
  simp only [inner_add_left, inner_add_right, inner_smul_left, inner_smul_right, huu]
  ring

/-- The two-level state `(1, 0)`. -/
def upState : EuclideanSpace ℂ (Fin 2) := !₂[1, 0]

/-- The two tangent vectors `(0, 1)` and `(0, i)`. -/
def upTangents : Fin 2 → EuclideanSpace ℂ (Fin 2) := ![!₂[0, 1], !₂[0, Complex.I]]

/-- The unit state `(1, 0)` with tangents `(0, 1)`, `(0, i)` has `F₀₁ = -2`, and both
metric-curvature bounds hold with equality. -/
theorem curvature_bound_sharp :
    ‖upState‖ = 1 ∧ curvature upState upTangents 0 1 = -2 ∧
      metric upState upTangents 0 1 ^ 2 + curvature upState upTangents 0 1 ^ 2 / 4
        = metric upState upTangents 0 0 * metric upState upTangents 1 1 ∧
      |curvature upState upTangents 0 1|
        = metric upState upTangents 0 0 + metric upState upTangents 1 1 := by
  have hQ : qgt upState upTangents = !![1, Complex.I; -Complex.I, 1] := by
    ext i j
    simp only [qgt, of_apply, PiLp.inner_apply, Fin.sum_univ_two, RCLike.inner_apply]
    fin_cases i <;> fin_cases j <;> simp [upState, upTangents]
  have hF : curvature upState upTangents 0 1 = -2 := by simp [curvature, hQ]
  have h01 : metric upState upTangents 0 1 = 0 := by simp [metric, hQ]
  have h00 : metric upState upTangents 0 0 = 1 := by simp [metric, hQ]
  have h11 : metric upState upTangents 1 1 = 1 := by simp [metric, hQ]
  refine ⟨by simp [upState, EuclideanSpace.norm_eq, Fin.sum_univ_two], hF, ?_, ?_⟩
  · rw [hF, h01, h00, h11]; norm_num
  · rw [hF, h00, h11]; norm_num

end

end QuantumGeometricTensor
```
```lean
#print axioms QuantumGeometricTensor.quantum_geometric_tensor
#print axioms QuantumGeometricTensor.curvature_le_metric
#print axioms QuantumGeometricTensor.qgt_gauge
#print axioms QuantumGeometricTensor.curvature_bound_sharp
```

```
'QuantumGeometricTensor.quantum_geometric_tensor' depends on axioms: [propext, Classical.choice, Quot.sound]
'QuantumGeometricTensor.curvature_le_metric' depends on axioms: [propext, Classical.choice, Quot.sound]
'QuantumGeometricTensor.qgt_gauge' depends on axioms: [propext, Classical.choice, Quot.sound]
'QuantumGeometricTensor.curvature_bound_sharp' depends on axioms: [propext, Classical.choice, Quot.sound]
```

## Positivity, bounds and gauge invariance

For $\|u\|=1$ and finite $\iota$, `quantum_geometric_tensor` states that $Q$ is positive semidefinite (Mathlib's `PosSemidef` includes Hermiticity), that $g$ is symmetric and positive semidefinite, that $F^{\mathsf T}=-F$, and that $Q_{ab}=g_{ab}-\tfrac{i}{2}F_{ab}$. For $v\in\mathbb C^\iota$, `qgt_form_eq_zero_iff` says that $v^\dagger Qv=0$ exactly when $\sum_a v_ad_a$ is a complex multiple of $u$. For unit $u$ and any $\iota$, `curvature_le_metric` gives
$$g_{ab}^2+\tfrac14F_{ab}^2\le g_{aa}g_{bb},\qquad |F_{ab}|\le g_{aa}+g_{bb},$$
and `qgt_gauge` says that $Q$ is unchanged under $u\to cu$, $d_a\to c(d_a+\alpha_au)$ for $|c|=1$ and complex $\alpha_a$. Finally, `curvature_bound_sharp` exhibits a two-level state with $F_{01}=-2$ and equality in both bounds.

## A state at one point of parameter space

The hypothesis `hu` is normalisation of the state. The vector `d a` stands for $\partial_au=\partial u/\partial\lambda_a$ of a smooth family $u(\lambda)$, normalised for every $\lambda$, at one parameter value, and $E$ may have any dimension. For a single non-degenerate Bloch band at one crystal momentum $k$, $u$ is the cell-periodic function, $\lambda=k$, and the second inequality bounds the Berry curvature by a sum of metric components. A smooth change of phase $u\to e^{i\theta(\lambda)}u$ sends $\partial_au$ to $e^{i\theta}(\partial_au+i\,\partial_a\theta\,u)$, so $c=e^{i\theta}$ and $\alpha_a=i\,\partial_a\theta$. The factor $-2$ is the one for which $F_{ab}=\partial_aA_b-\partial_bA_a$ with the connection $A_a=i\langle u,\partial_au\rangle$.

The file contains no derivative: the $d_a$ are arbitrary vectors, so these identifications, like the numerical remarks at the end, are interpretation laid over the theorems and not part of them. Brillouin-zone integrals, Chern numbers and the matrix-valued tensor of several bands are not treated.

## A Gram matrix of projected tangents

Put $p_a=d_a-\langle u,d_a\rangle u$, which is `perp u (d a)`. Since $\overline{\langle u,d_a\rangle}=\langle d_a,u\rangle$,
$$\langle p_a,p_b\rangle=\langle d_a,d_b\rangle-2\langle d_a,u\rangle\langle u,d_b\rangle+\langle d_a,u\rangle\langle u,d_b\rangle\langle u,u\rangle,$$
and this is $Q_{ab}$ when $\langle u,u\rangle=1$. In `qgt_eq_inner_perp`, `simp only` expands with `huu` and `ring` collects terms.

Conjugation reverses each inner product, so $\overline{Q_{ba}}=\langle d_a,d_b\rangle-\langle u,d_b\rangle\langle d_a,u\rangle=Q_{ab}$ for any $u$ (`qgt_isHermitian`). The real part of this equation is $g_{ba}=g_{ab}$ and the imaginary part is $F_{ba}=-F_{ab}$, which `metric_symm_curvature_antisymm` extracts as `hre` and `him`.

With $w=\sum_av_ad_a$,
$$v^\dagger Qv=\sum_{a,b}\bar v_av_b\langle p_a,p_b\rangle=\Big\|\sum_av_ap_a\Big\|^2=\|w-\langle u,w\rangle u\|^2\ge0.$$
In `qgt_form`, `key` pulls the sums into the inner product and `hlin` is linearity of the projection. For real $x\in\mathbb R^\iota$, $x^{\mathsf T}gx=\operatorname{Re}(x^{\mathsf T}Qx)\ge0$, so $g$ inherits positivity. The form vanishes exactly when $w=\langle u,w\rangle u$; conversely $w=cu$ gives $\langle u,w\rangle=c$. The decomposition is $Q_{ab}=\operatorname{Re}Q_{ab}+i\operatorname{Im}Q_{ab}$ with $\operatorname{Im}Q_{ab}=-F_{ab}/2$.

For the bounds, $g_{aa}=\|p_a\|^2$ (`hdiag`), Cauchy–Schwarz gives $|Q_{ab}|\le\|p_a\|\|p_b\|$ (`hcs`), and $|Q_{ab}|^2=g_{ab}^2+F_{ab}^2/4$ (`hn`). Squaring yields the first inequality. Then
$$F_{ab}^2\le4g_{aa}g_{bb}-4g_{ab}^2\le4g_{aa}g_{bb}+(g_{aa}-g_{bb})^2=(g_{aa}+g_{bb})^2,$$
which `nlinarith` finds from the two squares supplied, and $g_{aa}+g_{bb}\ge0$ permits the square root.

Under the gauge change, $\bar cc=1$ drops out of every inner product (`h1`). What remains is
$$\langle d_a,d_b\rangle+\alpha_b\langle d_a,u\rangle+\bar\alpha_a\langle u,d_b\rangle+\bar\alpha_a\alpha_b-\big(\langle d_a,u\rangle+\bar\alpha_a\big)\big(\langle u,d_b\rangle+\alpha_b\big),$$
in which all $\alpha$ terms cancel.

In the example $u=(1,0)$, $d_0=(0,1)$, $d_1=(0,i)$, both tangents are orthogonal to $u$, so $Q_{00}=Q_{11}=1$, $Q_{01}=i$, $Q_{10}=-i$ (`hQ`). Hence $g_{01}=0$, $F_{01}=-2$, and the bounds read $1=1$ and $2=2$. These tangents belong to the family $(1,\lambda_0+i\lambda_1)/\sqrt{1+\lambda_0^2+\lambda_1^2}$ at $\lambda=0$.

## Positivity in the complex numbers

The lemma `Matrix.posSemidef_iff_dotProduct_mulVec` splits positive semidefiniteness of a finite matrix into Hermiticity and non-negativity of the form, here `star v ⬝ᵥ qgt u d *ᵥ v`, which is $v^\dagger Qv$. This is a complex number, and the scope `ComplexOrder` supplies the partial order in which $0\le z$ means that $z$ is real and non-negative. Because `qgt_form` writes the value as a real square cast to $\mathbb C$, `Complex.zero_le_real` reduces the goal to `sq_nonneg`. The same lemma over $\mathbb R$ handles $g$, where conjugation is trivial and Hermitian means symmetric.

## Finite differences of eigenvectors

In a finite orthonormal basis that does not depend on $\lambda$, with $u$ normalised, collect the $d_a$ as columns of a matrix $D$, form $P=D-u(u^\dagger D)$, and take $Q=P^\dagger P$. With step $\delta$ along the unit direction $e_a$, one sets $d_a=[u(\lambda+\delta e_a)-u(\lambda)]/\delta$, and positivity and both bounds hold for these vectors at any $\delta\ne0$. A diagonaliser, however, returns the eigenvector $u(\lambda+\delta e_a)$ of a non-degenerate level with an arbitrary phase $e^{i\varphi_a}$. This multiplies $p_a$ by $e^{i\varphi_a}$ and $Q_{ab}$ by $e^{i(\varphi_b-\varphi_a)}$, a change that `qgt_gauge`, with one common $c$, does not include. The phases are therefore aligned first, for instance by making each overlap $\langle u(\lambda),u(\lambda+\delta e_a)\rangle$ real and positive, which is possible whenever it is non-zero, as it is for small enough $\delta$ in a continuous family.
